# An energy bound for lattice eigenvectors cut into nodal domains

Let $H$ be a real symmetric matrix on a finite set of sites, with nonpositive off-diagonal entries, and let $Hf=Ef$. If the sites are sorted into domains so that $H$ never couples sites of different domains at which $f$ has the same strict sign, then every linear combination $u$ of the restrictions of $f$ to the domains satisfies $\langle u,Hu\rangle\le E\langle u,u\rangle$.

In Lean 4 with Mathlib:

```lean
import Mathlib

open Matrix

namespace DiscreteCourant

noncomputable section

variable {X ι : Type*}

/-- The restriction of the wavefunction `f` to the domain with label `i`. -/
def piece [DecidableEq ι] (c : X → ι) (f : X → ℝ) (i : ι) : X → ℝ :=
  fun x => if c x = i then f x else 0

/-- The labelling `c` separates `f` into domains: `H` does not couple sites of different
domains at which `f` has the same strict sign. -/
def IsNodalLabelling (H : Matrix X X ℝ) (f : X → ℝ) (c : X → ι) : Prop :=
  ∀ x y, c x ≠ c y → 0 < f x * f y → H x y = 0

/-- For an eigenvector `f` modulated by an amplitude `a`, so that `u = a * f`, the quantity `⟨u, H
u⟩ - E ⟨u, u⟩` is `-1/2` times the sum over ordered pairs of sites of the squared amplitude
differences, weighted by `H x y * f x * f y`. -/
theorem modulated_energy [Fintype X] {H : Matrix X X ℝ} {f : X → ℝ} {E : ℝ}
    (hH : H.IsHermitian) (hf : H *ᵥ f = E • f) (a : X → ℝ) :
    (a * f) ⬝ᵥ H *ᵥ (a * f) - E * ((a * f) ⬝ᵥ (a * f)) =
      -(1 / 2) * ∑ x, ∑ y, H x y * f x * f y * (a x - a y) ^ 2 := by
  have sym : ∀ x y, H x y = H y x := fun x y => by simpa using (hH.apply x y).symm
  have row : ∀ x, ∑ y, H x y * f y = E * f x := fun x => by
    simpa [Matrix.mulVec, dotProduct] using congrFun hf x
  -- the eigenvalue equation evaluates both diagonal sums
  have h1 : ∑ x, ∑ y, H x y * f x * f y * a x ^ 2 =
      E * ∑ x, (a x * f x) * (a x * f x) := by
    rw [Finset.mul_sum]
    refine Finset.sum_congr rfl fun x _ => ?_
    calc ∑ y, H x y * f x * f y * a x ^ 2
        = (a x ^ 2 * f x) * ∑ y, H x y * f y := by
          rw [Finset.mul_sum]
          exact Finset.sum_congr rfl fun y _ => by ring
      _ = E * ((a x * f x) * (a x * f x)) := by rw [row]; ring
  have h2 : ∑ x, ∑ y, H x y * f x * f y * a y ^ 2 =
      E * ∑ x, (a x * f x) * (a x * f x) := by
    rw [Finset.sum_comm, ← h1]
    refine Finset.sum_congr rfl fun y _ => Finset.sum_congr rfl fun x _ => ?_
    rw [sym x y]; ring
  have h3 : (a * f) ⬝ᵥ H *ᵥ (a * f) = ∑ x, ∑ y, H x y * f x * f y * (a x * a y) := by
    simp only [dotProduct, Matrix.mulVec, Pi.mul_apply, Finset.mul_sum]
    exact Finset.sum_congr rfl fun x _ => Finset.sum_congr rfl fun y _ => by ring
  have h4 : ∑ x, ∑ y, H x y * f x * f y * (a x - a y) ^ 2 =
      ∑ x, ∑ y, H x y * f x * f y * a x ^ 2 + ∑ x, ∑ y, H x y * f x * f y * a y ^ 2
        - 2 * ∑ x, ∑ y, H x y * f x * f y * (a x * a y) := by
    simp only [Finset.mul_sum, ← Finset.sum_add_distrib, ← Finset.sum_sub_distrib]
    exact Finset.sum_congr rfl fun x _ => Finset.sum_congr rfl fun y _ => by ring
  have h5 : (a * f) ⬝ᵥ (a * f) = ∑ x, (a x * f x) * (a x * f x) := rfl
  rw [h3, h4, h1, h2, h5]; ring

/-- For amplitudes constant on each domain, every pair term of the energy sum is nonnegative. -/
theorem pair_term_nonneg {H : Matrix X X ℝ} {f : X → ℝ} {c : X → ι}
    (hoff : ∀ x y, x ≠ y → H x y ≤ 0) (hc : IsNodalLabelling H f c) (a : ι → ℝ) (x y : X) :
    0 ≤ H x y * f x * f y * (a (c x) - a (c y)) ^ 2 := by
  by_cases h : c x = c y
  · simp [h]
  have hxy : x ≠ y := fun e => h (congrArg c e)
  rcases lt_or_ge 0 (f x * f y) with p | p
  · rw [hc x y h p]; simp
  · have q : 0 ≤ H x y * (f x * f y) := by nlinarith [hoff x y hxy, p]
    calc 0 ≤ (H x y * (f x * f y)) * (a (c x) - a (c y)) ^ 2 := mul_nonneg q (sq_nonneg _)
      _ = _ := by ring

/-- A vector in the span of the restrictions of `f` is `f` times an amplitude that is constant
on each domain. -/
theorem exists_amplitude [DecidableEq ι] {f : X → ℝ} {c : X → ι} {u : X → ℝ}
    (hu : u ∈ Submodule.span ℝ (Set.range (piece c f))) :
    ∃ a : ι → ℝ, u = (fun x => a (c x)) * f := by
  induction hu using Submodule.span_induction with
  | mem v hv =>
    obtain ⟨i, rfl⟩ := hv
    exact ⟨fun j => if j = i then 1 else 0, by ext x; simp [piece]⟩
  | zero => exact ⟨0, by ext x; simp⟩
  | add v w _ _ hv hw =>
    obtain ⟨a, ha⟩ := hv
    obtain ⟨b, hb⟩ := hw
    exact ⟨a + b, by ext x; simp [ha, hb, add_mul]⟩
  | smul t v _ hv =>
    obtain ⟨a, ha⟩ := hv
    exact ⟨t • a, by ext x; simp [ha, mul_assoc]⟩

variable [Fintype X]

/-- Discrete Courant argument: every vector in the span of the restrictions of the eigenvector
`f` to its domains satisfies `⟨u, H u⟩ ≤ E ⟨u, u⟩`. -/
theorem energy_le_of_mem_span [DecidableEq ι] {H : Matrix X X ℝ} {f : X → ℝ} {E : ℝ}
    {c : X → ι} (hH : H.IsHermitian) (hoff : ∀ x y, x ≠ y → H x y ≤ 0)
    (hf : H *ᵥ f = E • f) (hc : IsNodalLabelling H f c) {u : X → ℝ}
    (hu : u ∈ Submodule.span ℝ (Set.range (piece c f))) :
    u ⬝ᵥ H *ᵥ u ≤ E * (u ⬝ᵥ u) := by
  obtain ⟨a, rfl⟩ := exists_amplitude hu
  have key := modulated_energy hH hf (fun x => a (c x))
  have nn := Finset.sum_nonneg fun x (_ : x ∈ Finset.univ) =>
    Finset.sum_nonneg fun y (_ : y ∈ Finset.univ) => pair_term_nonneg hoff hc a x y
  linarith

/-- The energy bound is an equality exactly when the amplitudes agree across every nonzero
coupling between sites where `f` does not vanish. -/
theorem energy_eq_iff {H : Matrix X X ℝ} {f : X → ℝ} {E : ℝ} {c : X → ι}
    (hH : H.IsHermitian) (hoff : ∀ x y, x ≠ y → H x y ≤ 0)
    (hf : H *ᵥ f = E • f) (hc : IsNodalLabelling H f c) (a : ι → ℝ) :
    ((fun x => a (c x)) * f) ⬝ᵥ H *ᵥ ((fun x => a (c x)) * f) =
        E * (((fun x => a (c x)) * f) ⬝ᵥ ((fun x => a (c x)) * f)) ↔
      ∀ x y, H x y ≠ 0 → f x ≠ 0 → f y ≠ 0 → a (c x) = a (c y) := by
  have key := modulated_energy hH hf (fun x => a (c x))
  have nn := pair_term_nonneg hoff hc a
  constructor
  · intro h x y hxy hx hy
    have hs : ∑ x, ∑ y, H x y * f x * f y * (a (c x) - a (c y)) ^ 2 = 0 := by linarith
    -- a vanishing sum of nonnegative terms vanishes term by term
    have h1 := (Finset.sum_eq_zero_iff_of_nonneg
      (fun x _ => Finset.sum_nonneg fun y _ => nn x y)).1 hs x (Finset.mem_univ x)
    have h2 := (Finset.sum_eq_zero_iff_of_nonneg (fun y _ => nn x y)).1 h1 y (Finset.mem_univ y)
    simpa [hxy, hx, hy, sub_eq_zero] using h2
  · intro h
    have hs : ∑ x, ∑ y, H x y * f x * f y * (a (c x) - a (c y)) ^ 2 = 0 := by
      refine Finset.sum_eq_zero fun x _ => Finset.sum_eq_zero fun y _ => ?_
      by_cases h1 : H x y = 0
      · simp [h1]
      by_cases h2 : f x = 0
      · simp [h2]
      by_cases h3 : f y = 0
      · simp [h3]
      simp [h x y h1 h2 h3]
    rw [hs] at key
    linarith

/-- The scalar product of two vectors is the sum of products of their components in an
orthonormal basis. -/
theorem sum_components (b : OrthonormalBasis X ℝ (EuclideanSpace ℝ X)) (u w : X → ℝ) :
    ∑ k, ((b k).ofLp ⬝ᵥ u) * ((b k).ofLp ⬝ᵥ w) = u ⬝ᵥ w := by
  have ip : ∀ p q : EuclideanSpace ℝ X, inner ℝ p q = p.ofLp ⬝ᵥ q.ofLp := by
    intro p q
    simp [PiLp.inner_apply, dotProduct, mul_comm]
  have h := b.sum_inner_mul_inner (WithLp.toLp 2 u) (WithLp.toLp 2 w)
  simp only [ip] at h
  refine Eq.trans ?_ h
  exact Finset.sum_congr rfl fun k _ => congrArg₂ (· * ·) (dotProduct_comm _ _) rfl

/-- A vector orthogonal to all eigenvectors with eigenvalue at most `E`, yet with
`⟨u, H u⟩ ≤ E ⟨u, u⟩`, is zero. -/
theorem eq_zero_of_orthogonal_low [DecidableEq X] {H : Matrix X X ℝ} {E : ℝ}
    (hH : H.IsHermitian) {u : X → ℝ} (hu : u ⬝ᵥ H *ᵥ u ≤ E * (u ⬝ᵥ u))
    (hlow : ∀ k, hH.eigenvalues k ≤ E → (hH.eigenvectorBasis k).ofLp ⬝ᵥ u = 0) : u = 0 := by
  have hT : Hᵀ = H := by ext x y; simpa using hH.apply x y
  have coef : ∀ k, (hH.eigenvectorBasis k).ofLp ⬝ᵥ H *ᵥ u =
      hH.eigenvalues k * ((hH.eigenvectorBasis k).ofLp ⬝ᵥ u) := fun k => by
    rw [Matrix.dotProduct_mulVec, ← Matrix.mulVec_transpose, hT,
      hH.mulVec_eigenvectorBasis, smul_dotProduct, smul_eq_mul]
  have hsum : ∑ k, (hH.eigenvalues k - E) * ((hH.eigenvectorBasis k).ofLp ⬝ᵥ u) ^ 2 =
      u ⬝ᵥ H *ᵥ u - E * (u ⬝ᵥ u) := by
    rw [← sum_components hH.eigenvectorBasis u (H *ᵥ u),
      ← sum_components hH.eigenvectorBasis u u, Finset.mul_sum, ← Finset.sum_sub_distrib]
    refine Finset.sum_congr rfl fun k _ => ?_
    rw [coef]; ring
  have nn : ∀ k, 0 ≤ (hH.eigenvalues k - E) * ((hH.eigenvectorBasis k).ofLp ⬝ᵥ u) ^ 2 := by
    intro k
    by_cases hk : hH.eigenvalues k ≤ E
    · rw [hlow k hk]; simp
    · exact mul_nonneg (by linarith [not_le.1 hk]) (sq_nonneg _)
  have hz := le_antisymm (by linarith) (Finset.sum_nonneg fun k (_ : k ∈ Finset.univ) => nn k)
  have all : ∀ k, (hH.eigenvectorBasis k).ofLp ⬝ᵥ u = 0 := by
    intro k
    by_cases hk : hH.eigenvalues k ≤ E
    · exact hlow k hk
    · have h := (Finset.sum_eq_zero_iff_of_nonneg (fun k _ => nn k)).1 hz k (Finset.mem_univ k)
      rcases mul_eq_zero.1 h with h | h
      · exact absurd (by linarith) hk
      · exact pow_eq_zero_iff (two_ne_zero) |>.1 h
  apply dotProduct_self_eq_zero.1
  rw [← sum_components hH.eigenvectorBasis u u]
  exact Finset.sum_eq_zero fun k _ => by rw [all k, zero_mul]

/-- If `f` is nonzero somewhere in each domain, the number of domains is at most the number of
eigenvalues of `H` not exceeding `E`, counted with multiplicity. -/
theorem card_domains_le [DecidableEq X] [Fintype ι] [DecidableEq ι] {H : Matrix X X ℝ}
    {f : X → ℝ} {E : ℝ} {c : X → ι} (hH : H.IsHermitian)
    (hoff : ∀ x y, x ≠ y → H x y ≤ 0) (hf : H *ᵥ f = E • f)
    (hc : IsNodalLabelling H f c) (hne : ∀ i, ∃ x, c x = i ∧ f x ≠ 0) :
    Fintype.card ι ≤ Fintype.card {k // hH.eigenvalues k ≤ E} := by
  -- overlaps of the modulated eigenvector with the low eigenvectors
  let T : (ι → ℝ) →ₗ[ℝ] ({k // hH.eigenvalues k ≤ E} → ℝ) :=
    { toFun := fun a k => (hH.eigenvectorBasis k.1).ofLp ⬝ᵥ ((fun x => a (c x)) * f)
      map_add' := fun a a' => by
        ext k
        simp only [dotProduct, Pi.mul_apply, Pi.add_apply, ← Finset.sum_add_distrib]
        exact Finset.sum_congr rfl fun x _ => by ring
      map_smul' := fun t a => by
        ext k
        simp only [dotProduct, Pi.mul_apply, Pi.smul_apply, smul_eq_mul, RingHom.id_apply,
          Finset.mul_sum]
        exact Finset.sum_congr rfl fun x _ => by ring }
  have inj : Function.Injective T := by
    refine (injective_iff_map_eq_zero T).2 fun a ha => ?_
    have key := modulated_energy hH hf (fun x => a (c x))
    have nn := Finset.sum_nonneg fun x (_ : x ∈ Finset.univ) =>
      Finset.sum_nonneg fun y (_ : y ∈ Finset.univ) => pair_term_nonneg hoff hc a x y
    have hu : (fun x => a (c x)) * f = 0 :=
      eq_zero_of_orthogonal_low (E := E) hH (by linarith) fun k hk => congrFun ha ⟨k, hk⟩
    ext i
    obtain ⟨x, rfl, hx⟩ := hne i
    have h : a (c x) * f x = 0 := congrFun hu x
    exact (mul_eq_zero.1 h).resolve_right hx
  have h := LinearMap.finrank_le_finrank_of_injective inj
  simpa only [Module.finrank_fintype_fun_eq_card] using h

/-- A three-site chain with hopping `-1` between neighbours. -/
def chain : Matrix (Fin 3) (Fin 3) ℝ := !![1, -1, 0; -1, 2, -1; 0, -1, 1]

/-- An alternating wavefunction on the three-site chain. -/
def alternating : Fin 3 → ℝ := ![1, -2, 1]

/-- The chain and its alternating wavefunction, with `E = 3` and each site its own domain,
meet all the hypotheses of the energy bound and of the domain count. -/
theorem chain_witness :
    chain.IsHermitian ∧ (∀ x y, x ≠ y → chain x y ≤ 0) ∧
      chain *ᵥ alternating = (3 : ℝ) • alternating ∧
      IsNodalLabelling chain alternating (id : Fin 3 → Fin 3) ∧
      ∀ i : Fin 3, ∃ x, id x = i ∧ alternating x ≠ 0 := by
  refine ⟨?_, ?_, ?_, ?_, ?_⟩
  · ext i j
    fin_cases i <;> fin_cases j <;> simp [chain]
  · intro x y
    fin_cases x <;> fin_cases y <;> norm_num [chain]
  · ext i
    fin_cases i <;>
      norm_num [chain, alternating, Matrix.mulVec, dotProduct, Fin.sum_univ_succ]
  · intro x y
    fin_cases x <;> fin_cases y <;> norm_num [chain, alternating]
  · intro i
    refine ⟨i, rfl, ?_⟩
    fin_cases i <;> norm_num [alternating]

end

end DiscreteCourant
```

```lean
#print axioms DiscreteCourant.energy_le_of_mem_span
#print axioms DiscreteCourant.energy_eq_iff
#print axioms DiscreteCourant.card_domains_le
```

```
'DiscreteCourant.energy_le_of_mem_span' depends on axioms: [propext, Classical.choice, Quot.sound]
'DiscreteCourant.energy_eq_iff' depends on axioms: [propext, Classical.choice, Quot.sound]
'DiscreteCourant.card_domains_le' depends on axioms: [propext, Classical.choice, Quot.sound]
```

## Sites, hopping and domains

The sites form the type `X`, and `c : X → ι` gives each site its domain label. The vector `piece c f i` equals $f$ on domain $i$ and zero elsewhere. For a real matrix, `H.IsHermitian` means symmetric; `*ᵥ` is the matrix-vector product and `⬝ᵥ` the real scalar product. Nothing is normalised: for $u\ne0$, `energy_le_of_mem_span` says that the energy expectation value $\langle u,Hu\rangle/\langle u,u\rangle$ is at most $E$.

The condition `hoff` describes hopping with amplitudes $-t_{xy}$, $t_{xy}\ge0$, as in the second-order finite-difference kinetic energy. The diagonal, which holds the potential, is arbitrary. `IsNodalLabelling` is the separation condition on the domains. It holds when the domains are the connected regions of constant sign, but it does not require constant sign within a domain, and it ignores the labels of sites where $f$ vanishes.

For a particle on a finite grid with such a Hamiltonian, the domain count below limits how many nodal regions a real energy eigenfunction can have. The sites may also be configurations of several labelled particles with a position-diagonal interaction, and $f$ may then be antisymmetric; the eigenvalues counted below are those of $H$ on the full configuration space, not only on its antisymmetric part.

## Energy from amplitude differences

Write $u_x=a_xf_x$ and consider

$$S=\sum_{x,y}H_{xy}f_xf_y(a_x-a_y)^2 .$$

Expanding the square gives three sums. By the eigenvalue equation, the first is

$$\sum_{x,y}H_{xy}f_xf_ya_x^2=\sum_x a_x^2f_x(Hf)_x=E\sum_x a_x^2f_x^2=E\langle u,u\rangle .$$

The sum with $a_y^2$ has the same value because $H$ is symmetric, and the cross term is $-2\langle u,Hu\rangle$. Hence

$$\langle u,Hu\rangle-E\langle u,u\rangle=-\tfrac12 S .$$

This is `modulated_energy`; its steps `h1`, `h2` and `h3` evaluate the three sums, and `h4` expands the square.

Now let the amplitude depend only on the domain, so that it is $a_{c(x)}$ at site $x$. Each term of $S$ is then nonnegative, as `pair_term_nonneg` shows by cases:

- If $c(x)=c(y)$, the amplitude difference is zero.
- If the labels differ and $f_xf_y>0$, then $H_{xy}=0$.
- If the labels differ and $f_xf_y\le0$, then $H_{xy}\le0$ makes $H_{xy}f_xf_y\ge0$.

A combination of restrictions with coefficients $a_i$ has the value $a_{c(x)}f_x$ at $x$. `exists_amplitude` proves this by induction over the span, and the energy bound follows from $S\ge0$.

Equality means $S=0$, so every term must vanish. `energy_eq_iff` states the result: $a_{c(x)}=a_{c(y)}$ whenever $H_{xy}$, $f_x$ and $f_y$ are all nonzero.

## Counting domains

Suppose $f$ is nonzero somewhere in each domain. Let $v_k$ be orthonormal eigenvectors of $H$ with eigenvalues $\varepsilon_k$, and map the amplitudes $a$ to the overlaps $\langle v_k,u\rangle$ with $\varepsilon_k\le E$. If all these overlaps vanish, then in

$$\sum_k(\varepsilon_k-E)\langle v_k,u\rangle^2=\langle u,Hu\rangle-E\langle u,u\rangle\le0$$

every term on the left is nonnegative, so every term is zero. The overlaps with $\varepsilon_k>E$ therefore vanish too, and $u=0$; this is `eq_zero_of_orthogonal_low`, with the expansion supplied by `sum_components`. Since $f$ is nonzero somewhere in each domain, $a=0$.

The linear map is thus injective, and comparing dimensions gives `card_domains_le`: there are at most as many domains as eigenvalues $\varepsilon_k\le E$, counted with multiplicity. Courant's theorem for a vibrating membrane is sharper at a degenerate level, where it uses the position of the first eigenvalue equal to $E$; the count here includes the whole multiplet.

`chain_witness` checks the hypotheses on a three-site chain with $E=3$ and the unnormalised eigenvector $(1,-2,1)$, each site being its own domain. The two end sites have equal sign but are not coupled. The matrix has only three eigenvalues, so the three domains attain the bound.
